# Singlets on k disjoint pairs with all other spins up have total spin N/2 − k

Take N spins one half, each with up function α and down function β, and choose k ordered pairs of sites (iₚ, jₚ), p = 0, …, k − 1, no site being used twice. Put the singlet factor [ij] = α(i)β(j) − β(i)α(j) on each pair and α on every remaining, free site:

ψ = ∏ₚ [iₚ jₚ] · ∏(i free) α(i)

In units of ħ, with S₊ the total raising operator, S_z the total z component, S² the square of the total spin, and S = N/2 − k, this Rumer function obeys

ψ ≠ 0,  S₊ψ = 0,  S_zψ = Sψ,  S²ψ = S(S + 1)ψ.

Such functions serve as the spin part of valence-bond structures, and the result concerns that spin part for finitely many sites, with no orbitals and no Hamiltonian. The counterexamples, norms and linear relations among pairings below are side remarks and are not among the theorems of the file.

## Finitely many spins one half

A configuration σ assigns 0 (α) or 1 (β) to each site of a finite set ι, and a state is a complex amplitude for each of the 2ᴺ configurations, where N is `Fintype.card ι`. No inner product is defined, and none is used.

```lean
import Mathlib

open Finset Function

namespace RumerSpin

noncomputable section

/-- A state of spins one half on the sites `ι`: an amplitude for each configuration,
with `0` for spin up (α) and `1` for spin down (β). -/
abbrev State (ι : Type*) := (ι → Fin 2) → ℂ
```

A 2×2 matrix A acts on site i as the operator Aᵢ,

(Aᵢψ)(σ) = Σ_b A(σᵢ, b) ψ(σ with σᵢ replaced by b),

which is `site i A`, with `update σ i b` doing the replacement. The total operator T(A) = Σᵢ Aᵢ is `total ι A`.

```lean
variable {ι : Type*} [Fintype ι] [DecidableEq ι] {k : ℕ}

/-- The one-spin operator `A` acting on site `i` and as the identity on all other sites. -/
def site (i : ι) (A : Matrix (Fin 2) (Fin 2) ℂ) : Module.End ℂ (State ι) where
  toFun ψ σ := ∑ b, A (σ i) b * ψ (update σ i b)
  map_add' ψ φ := by
    funext σ
    simp only [Pi.add_apply, mul_add, sum_add_distrib]
  map_smul' c ψ := by
    funext σ
    simp only [Pi.smul_apply, smul_eq_mul, RingHom.id_apply, mul_sum]
    exact sum_congr rfl fun _ _ => by ring

/-- The total operator: the sum of `A` acting on each site. -/
def total (ι : Type*) [Fintype ι] [DecidableEq ι] (A : Matrix (Fin 2) (Fin 2) ℂ) :
    Module.End ℂ (State ι) := ∑ i, site i A
```

The matrices s_x, s_y, s_z are half the Pauli matrices, so angular momentum is measured in units of ħ. The raising matrix s₊ sends β to α and s₋ sends α to β. Capital letters denote totals, as in S₊ = T(s₊). `Ssq` is defined from the Cartesian components, so that its ladder form is a theorem.

```lean
/-- The spin component `s_x` of one spin. -/
def sx : Matrix (Fin 2) (Fin 2) ℂ := !![0, 1 / 2; 1 / 2, 0]

/-- The spin component `s_y` of one spin. -/
def sy : Matrix (Fin 2) (Fin 2) ℂ := !![0, -Complex.I / 2; Complex.I / 2, 0]

/-- The spin component `s_z` of one spin. -/
def sz : Matrix (Fin 2) (Fin 2) ℂ := !![1 / 2, 0; 0, -(1 / 2)]

/-- The raising operator `s₊` of one spin. -/
def sp : Matrix (Fin 2) (Fin 2) ℂ := !![0, 1; 0, 0]

/-- The lowering operator `s₋` of one spin. -/
def sm : Matrix (Fin 2) (Fin 2) ℂ := !![0, 0; 1, 0]

/-- The square of the total spin, `S² = Sx² + Sy² + Sz²`. -/
def Ssq (ι : Type*) [Fintype ι] [DecidableEq ι] : Module.End ℂ (State ι) :=
  total ι sx * total ι sx + total ι sy * total ι sy + total ι sz * total ι sz
```

Finiteness gives a meaning to T(A) and to N/2 − k. Spin one half matters for the pair factor: two such spins have a single antisymmetric state, the singlet, whereas the antisymmetric states of two spins one form a triplet.

## Pairs that share no site

A pairing is an injective map `e : Fin k × Fin 2 ↪ ι` with iₚ = `e (p, 0)` and jₚ = `e (p, 1)`. Injectivity says that the two ends of a pair differ and that different pairs do not meet: each spin is coupled to at most one partner. It forces 2k ≤ N, so S is never negative, although Lean writes S as a complex number. The set `free e` is the complement of the image.

```lean
/-- The spin-up function α. -/
def alpha : Fin 2 → ℂ := ![1, 0]

/-- The spin-down function β. -/
def beta : Fin 2 → ℂ := ![0, 1]

/-- The unnormalised singlet factor `αβ - βα` of two spins. -/
def singlet (s t : Fin 2) : ℂ := alpha s * beta t - beta s * alpha t

/-- The sites that belong to none of the `k` disjoint pairs `(e (p, 0), e (p, 1))`. -/
def free (e : Fin k × Fin 2 ↪ ι) : Finset ι := (univ.map e)ᶜ

/-- The Rumer function: a singlet factor on each pair and α on every remaining site. -/
def rumer (e : Fin k × Fin 2 ↪ ι) : State ι := fun σ =>
  (∏ p, singlet (σ (e (p, 0))) (σ (e (p, 1)))) * ∏ i ∈ free e, alpha (σ i)
```

The factor `singlet` is unnormalised. The normalised pair is [ij]/√2 and the normalised Rumer function is ψ/√(2ᵏ). The smallest cases are included: N = 0 gives the single amplitude 1 and S = 0, and N = 1 gives α with S² = 3/4.

Without injectivity the same formula for the amplitudes gives something else. A pair with i = j makes ψ vanish, since `singlet s t` is zero for s = t. For three sites u, v, w with pairs (u, v) and (v, w) the product is −(αβα + βαβ), whose two terms have S_z = +1/2 and −1/2.

## A state killed by S₊ with sharp S_z

The eigenvalue of S² is obtained from two conditions on a state ψ and a number M: S₊ψ = 0 and S_zψ = Mψ. For nonzero ψ they say that ψ is the top member of a multiplet. The route starts from the commutator of totals. Operators on different sites commute, so only the terms with i = j survive:

[T(A), T(B)] = Σᵢ Σⱼ [Aᵢ, Bⱼ] = Σᵢ [A, B]ᵢ = T([A, B]).

`total_apply` writes out the amplitudes of T(A)ψ, and `total_linear` is linearity of T in A. In `total_comm`, `hsite` makes the split into i = j and i ≠ j, with `update_comm` expressing that changes at two different sites can be made in either order.

```lean
/-- The amplitudes of a total operator applied to a state. -/
theorem total_apply (A : Matrix (Fin 2) (Fin 2) ℂ) (ψ : State ι) (σ : ι → Fin 2) :
    total ι A ψ σ = ∑ i, ∑ b, A (σ i) b * ψ (update σ i b) := by
  rw [total, LinearMap.sum_apply, Finset.sum_apply]
  rfl

/-- The total operator is linear in the one-spin operator. -/
theorem total_linear (a c : ℂ) (A B : Matrix (Fin 2) (Fin 2) ℂ) :
    total ι (a • A + c • B) = a • total ι A + c • total ι B := by
  refine LinearMap.ext fun ψ => funext fun σ => ?_
  simp only [total_apply, LinearMap.add_apply, LinearMap.smul_apply, Pi.add_apply, Pi.smul_apply,
    Matrix.add_apply, Matrix.smul_apply, smul_eq_mul, mul_sum, ← sum_add_distrib, add_mul,
    mul_assoc]

/-- The commutator of two total operators is the total operator of the one-spin commutator. -/
theorem total_comm (A B : Matrix (Fin 2) (Fin 2) ℂ) :
    total ι A * total ι B - total ι B * total ι A = total ι (A * B - B * A) := by
  have hs : ∀ (i : ι) (C : Matrix (Fin 2) (Fin 2) ℂ) (ψ : State ι) (σ : ι → Fin 2),
      site i C ψ σ = ∑ b, C (σ i) b * ψ (update σ i b) := fun _ _ _ _ => rfl
  -- operators on different sites commute
  have hsite : ∀ i j : ι, site i A * site j B - site j B * site i A
      = if i = j then site i (A * B - B * A) else 0 := by
    intro i j
    by_cases h : i = j
    · subst h
      rw [if_pos rfl]
      refine LinearMap.ext fun ψ => funext fun σ => ?_
      simp only [LinearMap.sub_apply, Module.End.mul_apply, Pi.sub_apply, hs, update_self,
        update_idem, Fin.sum_univ_two, Matrix.sub_apply, Matrix.mul_apply]
      ring
    · rw [if_neg h]
      refine LinearMap.ext fun ψ => funext fun σ => ?_
      simp only [LinearMap.sub_apply, Module.End.mul_apply, Pi.sub_apply, hs, update_of_ne h,
        update_of_ne (Ne.symm h), update_comm h, Fin.sum_univ_two, LinearMap.zero_apply,
        Pi.zero_apply]
      ring
  have h1 : total ι A * total ι B = ∑ i : ι, ∑ j : ι, site i A * site j B := by
    unfold total
    rw [sum_mul_sum]
  have h2 : total ι B * total ι A = ∑ i : ι, ∑ j : ι, site j B * site i A := by
    unfold total
    rw [sum_mul_sum, sum_comm]
  rw [h1, h2]
  simp only [← Finset.sum_sub_distrib, hsite, sum_ite_eq, mem_univ, if_true]
  rfl
```

From [s_x, s_y] = i s_z follows [S_x, S_y] = i S_z, and from s± = s_x ± i s_y follows S± = S_x ± i S_y. Then

S₋S₊ = S_x² + S_y² + i[S_x, S_y] = S_x² + S_y² − S_z,

S² = S₋S₊ + S_z² + S_z.

In `Ssq_eq` the one-spin identities are `ep`, `em` and `ez`, checked entry by entry, and `hxy` is the total commutation relation.

```lean
/-- The ladder form of the total spin squared, `S² = S₋ S₊ + Sz² + Sz`. -/
theorem Ssq_eq : Ssq ι = total ι sm * total ι sp + total ι sz * total ι sz + total ι sz := by
  have ep : sp = (1 : ℂ) • sx + Complex.I • sy := by
    ext i j
    fin_cases i <;> fin_cases j <;> simp [sp, sx, sy, Complex.ext_iff]
    all_goals norm_num
  have em : sm = (1 : ℂ) • sx + (-Complex.I) • sy := by
    ext i j
    fin_cases i <;> fin_cases j <;> simp [sm, sx, sy, Complex.ext_iff] <;> norm_num
  have ez : sx * sy - sy * sx = Complex.I • sz + (0 : ℂ) • sz := by
    ext i j
    fin_cases i <;> fin_cases j <;>
      simp [sx, sy, sz, Complex.ext_iff] <;> norm_num
  -- the commutation relation [Sx, Sy] = i Sz
  have hxy : total ι sx * total ι sy = total ι sy * total ι sx + Complex.I • total ι sz := by
    have h := total_comm (ι := ι) sx sy
    rw [ez, total_linear, zero_smul, add_zero] at h
    rw [← h]
    abel
  rw [Ssq, ep, em, total_linear, total_linear, one_smul]
  simp only [add_mul, mul_add, smul_mul_assoc, mul_smul_comm, hxy, smul_add, smul_smul,
    mul_neg, Complex.I_mul_I, neg_neg]
  module
```

The first condition removes S₋S₊ψ and the second evaluates the rest, so S²ψ = (M² + M)ψ. In `Ssq_of_highest` these are `hp` and `hz`, both used as rewriting rules in one `simp only`. The two-spin state αβ shows the need for `hp`: it has M = 0, but S₊αβ = αα and S²αβ = αβ + βα ≠ 0. The state αα + αβ − βα shows the need for `hz`: it is killed by S₊ and mixes S = 1 with S = 0.

```lean
/-- A state killed by `S₊` with `Sz ψ = M ψ` obeys `S² ψ = M (M + 1) ψ`. -/
theorem Ssq_of_highest (ψ : State ι) (M : ℂ) (hp : total ι sp ψ = 0)
    (hz : total ι sz ψ = M • ψ) : Ssq ι ψ = (M * (M + 1)) • ψ := by
  rw [Ssq_eq]
  simp only [LinearMap.add_apply, Module.End.mul_apply, hp, hz, map_zero, map_smul, smul_smul,
    zero_add]
  module
```

## Disjointness makes ψ nonzero

An eigenvalue equation says nothing about the zero state. Take the configuration with β on every jₚ and α elsewhere. Each pair gives 1·1 − 0·0 = 1 and each free site gives 1, so the amplitude is 1. This needs no iₚ to be the second member of any pair, which the first `simp` in `rumer_ne_zero` gets from injectivity. That no free site carries β comes from `free_ne`, which uses only the definition of `free`.

```lean
/-- A free site is not a member of any pair. -/
theorem free_ne (e : Fin k × Fin 2 ↪ ι) {i : ι} (hi : i ∈ free e) (x : Fin k × Fin 2) :
    i ≠ e x := by
  intro h
  subst h
  exact (Finset.mem_compl.mp hi) (Finset.mem_map_of_mem e (mem_univ x))

/-- The Rumer function is not the zero state. -/
theorem rumer_ne_zero (e : Fin k × Fin 2 ↪ ι) : rumer e ≠ 0 := by
  intro h
  -- the configuration with β exactly on the second member of each pair has amplitude 1
  obtain ⟨σ, h0, h1, h2⟩ : ∃ σ : ι → Fin 2, (∀ p, σ (e (p, 0)) = 0) ∧ (∀ p, σ (e (p, 1)) = 1) ∧
      ∀ i ∈ free e, σ i = 0 := by
    refine ⟨fun i => if ∃ q, i = e (q, 1) then 1 else 0, fun p => if_neg ?_,
      fun p => if_pos ⟨p, rfl⟩, fun i hi => if_neg fun ⟨p, h⟩ => free_ne e hi _ h⟩
    simp
  have hf : ∏ i ∈ free e, alpha (σ i) = 1 :=
    prod_eq_one fun i hi => by simp [h2 i hi, alpha]
  have h3 := congrFun h σ
  simp only [rumer, h0, h1, hf] at h3
  simp [singlet, alpha, beta] at h3
```

## Up spins and matrices with A₁₀ = 0

A matrix acts on the spin functions as

Aα = A₀₀α + A₁₀β,  Aβ = A₀₁α + A₁₁β.

On a pair, writing site i first,

Aᵢ[ij] = A₀₀αβ + A₁₀ββ − A₀₁αα − A₁₁βα,

Aⱼ[ij] = A₀₁αα + A₁₁αβ − A₀₀βα − A₁₀ββ,

(Aᵢ + Aⱼ)[ij] = (A₀₀ + A₁₁)(αβ − βα) = (tr A)[ij].

This holds for every A. On a free site the condition A₁₀ = 0 says that A has no amplitude to turn α into β, so Aα = A₀₀α. Because the pairs are disjoint, each Aᵢ touches one factor of ψ only, and there are N − 2k free sites:

T(A)ψ = (k tr A + (N − 2k)A₀₀)ψ.

In `total_rumer`, `hpair` collects in `R` all factors other than the singlet on pair p and shows that `R` is unchanged when either end of the pair is updated. Injectivity enters in `hne` and in showing that the other pairs avoid both ends. The four cases of `fin_cases s <;> fin_cases t` are the coefficients of αα, αβ, βα and ββ above. The hypothesis `hA` appears only in the last line of `hfree`, in the case s = 1. The count `hcard` uses injectivity again through `card_map`, and `sum_add_sum_compl` splits the sum over sites into paired and free ones.

```lean
/-- If the one-spin operator `A` has no amplitude from α to β, its total multiplies the Rumer
function by `k tr A + (N - 2k) A₀₀`. -/
theorem total_rumer (e : Fin k × Fin 2 ↪ ι) (A : Matrix (Fin 2) (Fin 2) ℂ) (hA : A 1 0 = 0) :
    total ι A (rumer e)
      = ((k : ℂ) * A.trace + ((Fintype.card ι : ℂ) - 2 * k) * A 0 0) • rumer e := by
  funext σ
  -- each singlet factor contributes the trace of A
  have hpair : ∀ p, ∑ j : Fin 2, ∑ b, A (σ (e (p, j))) b * rumer e (update σ (e (p, j)) b)
      = A.trace * rumer e σ := by
    intro p
    have hne : e (p, 0) ≠ e (p, 1) := e.injective.ne (by simp)
    obtain ⟨R, hR⟩ : ∃ R, ∀ τ : ι → Fin 2, (∀ i, i ≠ e (p, 0) → i ≠ e (p, 1) → τ i = σ i) →
        rumer e τ = singlet (τ (e (p, 0))) (τ (e (p, 1))) * R := by
      refine ⟨(∏ q ∈ univ.erase p, singlet (σ (e (q, 0))) (σ (e (q, 1)))) *
        ∏ i ∈ free e, alpha (σ i), fun τ hτ => ?_⟩
      have h1 : ∏ q ∈ univ.erase p, singlet (τ (e (q, 0))) (τ (e (q, 1)))
          = ∏ q ∈ univ.erase p, singlet (σ (e (q, 0))) (σ (e (q, 1))) :=
        prod_congr rfl fun q hq => by
          have hq' : q ≠ p := ne_of_mem_erase hq
          rw [hτ (e (q, 0)) (by simp [hq']) (by simp [hq']),
            hτ (e (q, 1)) (by simp [hq']) (by simp [hq'])]
      have h2 : ∏ i ∈ free e, alpha (τ i) = ∏ i ∈ free e, alpha (σ i) :=
        prod_congr rfl fun i hi => by rw [hτ i (free_ne e hi _) (free_ne e hi _)]
      simp only [rumer]
      rw [← Finset.mul_prod_erase univ _ (mem_univ p), h1, h2]
      ring
    have h0 : ∀ b, rumer e (update σ (e (p, 0)) b) = singlet b (σ (e (p, 1))) * R := fun b => by
      rw [hR (update σ (e (p, 0)) b) (fun i h _ => update_of_ne h _ _), update_self,
        update_of_ne hne.symm]
    have h1 : ∀ b, rumer e (update σ (e (p, 1)) b) = singlet (σ (e (p, 0))) b * R := fun b => by
      rw [hR (update σ (e (p, 1)) b) (fun i _ h => update_of_ne h _ _), update_self,
        update_of_ne hne]
    rw [Fin.sum_univ_two]
    simp only [h0, h1]
    rw [hR σ (fun _ _ _ => rfl)]
    generalize σ (e (p, 0)) = s
    generalize σ (e (p, 1)) = t
    fin_cases s <;> fin_cases t <;>
      simp [singlet, alpha, beta, Fin.sum_univ_two, Matrix.trace_fin_two] <;> ring
  -- each free α contributes A₀₀
  have hfree : ∀ i ∈ free e, ∑ b, A (σ i) b * rumer e (update σ i b) = A 0 0 * rumer e σ := by
    intro i hi
    obtain ⟨R, hb⟩ : ∃ R, ∀ b, rumer e (update σ i b) = alpha b * R := by
      refine ⟨(∏ p, singlet (σ (e (p, 0))) (σ (e (p, 1)))) *
        ∏ j ∈ (free e).erase i, alpha (σ j), fun b => ?_⟩
      have h1 : ∏ p, singlet (update σ i b (e (p, 0))) (update σ i b (e (p, 1)))
          = ∏ p, singlet (σ (e (p, 0))) (σ (e (p, 1))) :=
        prod_congr rfl fun p _ => by
          rw [update_of_ne (free_ne e hi (p, 0)).symm, update_of_ne (free_ne e hi (p, 1)).symm]
      have h2 : ∏ j ∈ (free e).erase i, alpha (update σ i b j)
          = ∏ j ∈ (free e).erase i, alpha (σ j) :=
        prod_congr rfl fun j hj => by rw [update_of_ne (ne_of_mem_erase hj)]
      simp only [rumer]
      rw [← Finset.mul_prod_erase (free e) _ hi, update_self, h1, h2]
      ring
    have hσ := hb (σ i)
    rw [update_eq_self] at hσ
    simp only [hb]
    rw [hσ]
    generalize σ i = s
    fin_cases s <;> simp [alpha, hA, Fin.sum_univ_two]
  have hs : ∑ i ∈ (univ.map e)ᶜ, ∑ b, A (σ i) b * rumer e (update σ i b)
      = ∑ _i ∈ free e, A 0 0 * rumer e σ := sum_congr rfl hfree
  have hcard : ((free e).card : ℂ) = Fintype.card ι - 2 * k := by
    have h := sum_add_sum_compl (univ.map e) (fun _ => (1 : ℂ))
    simp only [sum_const, card_map, card_univ, Fintype.card_prod, Fintype.card_fin,
      nsmul_eq_mul, mul_one] at h
    push_cast at h
    unfold free
    linear_combination h
  rw [total_apply, ← sum_add_sum_compl (univ.map e), hs, sum_map, Fintype.sum_prod_type,
    sum_congr rfl fun p _ => hpair p]
  simp only [sum_const, card_univ, Fintype.card_fin, nsmul_eq_mul, hcard, Pi.smul_apply,
    smul_eq_mul]
  ring
```

For A = s₋, which has A₁₀ = 1, and a single free spin the formula would give 0, whereas s₋α = β. If the free sites carry a mixture of α and β, the state αβ above is already a failure. The function with β on all free sites is the bottom member of the multiplet, and the file does not treat it.

## The values s₊ and s_z

Both matrices have A₁₀ = 0 and trace zero. For s₊, A₀₀ = 0, so S₊ψ = 0. For s_z, A₀₀ = 1/2, so S_zψ = (N/2 − k)ψ. The theorem `rumer_spin` takes any finite ι, any k and any embedding `e`, obtains `hp` and `hz` in this way, and passes them to `Ssq_of_highest` with M = S. The conditions A₁₀ = 0, `hp` and `hz` are thus proved for the case at hand, and the embedding is all that remains assumed.

```lean
/-- For `N` spins and `k` disjoint pairs, with `S = N/2 - k`, the Rumer function is nonzero,
is annihilated by `S₊`, and obeys `Sz ψ = S ψ` and `S² ψ = S (S + 1) ψ`. -/
theorem rumer_spin (e : Fin k × Fin 2 ↪ ι) :
    rumer e ≠ 0 ∧ total ι sp (rumer e) = 0 ∧
      total ι sz (rumer e) = ((Fintype.card ι : ℂ) / 2 - k) • rumer e ∧
      Ssq ι (rumer e) = (((Fintype.card ι : ℂ) / 2 - k) *
        (((Fintype.card ι : ℂ) / 2 - k) + 1)) • rumer e := by
  have hp : total ι sp (rumer e) = 0 := by
    rw [total_rumer e sp (by simp [sp])]
    simp [sp, Matrix.trace_fin_two]
  have hz : total ι sz (rumer e) = ((Fintype.card ι : ℂ) / 2 - k) • rumer e := by
    rw [total_rumer e sz (by simp [sz])]
    congr 1
    simp [sz, Matrix.trace_fin_two]
    ring
  exact ⟨rumer_ne_zero e, hp, hz, Ssq_of_highest _ _ hp hz⟩

end

end RumerSpin
```

```lean
#print axioms RumerSpin.rumer_spin
-- 'RumerSpin.rumer_spin' depends on axioms: [propext, Classical.choice, Quot.sound]
```

## Crossing bonds

Rumer diagrams can be drawn with the sites in order along a line and every bond as an arc above the line, with one fixed orientation. The rules forbid both crossing bonds and a free site lying under a bond. The set ι has no order, so crossed pairings are covered as well. These rules serve to select a linearly independent set, since pairings satisfy relations such as, for sites u, v, w, x,

[uw][vx] = [uv][wx] + [ux][vw].

Excluding crossed bonds alone is not enough when there are free sites: for three sites u, v, w and one bond nothing can cross, yet [uw]α(v) = [uv]α(w) + [vw]α(u), and the left side, with v under the bond, is the one excluded. Independence, completeness and the number of diagrams are not addressed by these theorems, which fix the spin of each function separately.

## Bit strings and determinants

In a program a spin state can be stored as a vector indexed by N-bit strings. The Rumer function has 2ᵏ nonzero entries: each pair is set to αβ or βα, and the sign is −1 to the number of pairs set to βα. S₊ is applied by turning each β into α in turn and adding the amplitudes. For the pair (u, v) with w free, ψ = αβα − βαα, both strings go to ααα with opposite signs, and the normalised ψ/√2 has S = 1/2 and S² = 3/4. With N singly occupied orbitals, one for each site, the same strings and signs give the expansion of a structure into Slater determinants whose spin orbitals are written in the order of the sites. If all α spin orbitals are written before the β ones instead, each coefficient is also multiplied by the sign of that reordering. The antisymmetriser commutes with the total spin operators, so the structure keeps the spin S whenever it does not vanish.
